# Löwdin partitioning: the effective Hamiltonian on a fragment and the norm of the environment component

## Question

Let H be a Hermitian matrix in an orthonormal basis that is split into a fragment A and an environment B, with blocks H_AA, H_AB, H_BA, H_BB. Let E be real with E − H_BB invertible, and set

H_eff(E) = H_AA + H_AB (E − H_BB)⁻¹ H_BA.

The claim is that a vector (x, y), with x on A and y on B, satisfies H(x, y) = E(x, y) if and only if H_eff(E) x = E x and y = (E − H_BB)⁻¹ H_BA x, and that in this case ‖y‖² = −d/dE ⟨x, H_eff(E) x⟩, where x is held fixed in the derivative. How is this stated and proved in Lean 4 with Mathlib?

## Answer

### How the physics is encoded

The basis of A is indexed by a finite type `m`, that of B by a finite type `n`, and H is a complex matrix on the disjoint union `m ⊕ n`. The blocks are `H.toBlocks₁₁` = H_AA, `H.toBlocks₁₂` = H_AB, `H.toBlocks₂₁` = H_BA and `H.toBlocks₂₂` = H_BB, the first label naming the rows. The vector (x, y) is `Sum.elim x y`. For a square matrix D on B and complex z, `green D z` is G(z) = (z − D)⁻¹. With D = H_BB it enters `heff H z`, which is H_eff(z) = H_AA + H_AB G(z) H_BA. Invertibility of z − D is written with `IsUnit`.

The squared norm ‖v‖² = Σ_i |v_i|² is `sqNorm v`. Mathlib's `⬝ᵥ` is the bilinear product u·v = Σ_i u_i v_i, so the inner product ⟨u, v⟩ = ū·v, antilinear in the first slot, is `star u ⬝ᵥ v`. The derivative is that of the function t ↦ ⟨x, H_eff(t) x⟩ from ℝ to ℂ with x held fixed.

The main theorem `lowdin_partitioning` takes `hH : H.IsHermitian`, a real `E` and the invertibility `hE`, and states two things for all x and y: the equivalence, and the implication from H(x, y) = E(x, y) to the derivative at E existing with value −‖y‖². The vectors are neither normalised nor required to be nonzero. The basis is orthonormal (there is no overlap matrix), both parts are finite, H is independent of E, and invertibility of E − H_BB is assumed, which excludes eigenvalues of H that are also eigenvalues of H_BB. For a one-particle tight-binding or mean-field Hamiltonian with a finite environment, Σ(E) = H_AB G(E) H_BA is the embedding self-energy, and the theorem says that the fragment problem with Σ(E) reproduces those eigenstates of the whole whose energy is not an eigenvalue of H_BB, and that −d/dE ⟨x, Σ(E) x⟩ is the squared norm ‖y‖² of their environment component (for ‖x‖ = 1, the ratio of the environment weight to the fragment weight).

### Derivation by hand

Step 1. Written by blocks, H(x, y) = z(x, y) is the pair

H_AA x + H_AB y = z x,
H_BA x + H_BB y = z y.

Step 2. The lower row reads (z − H_BB) y = H_BA x. If z − H_BB is invertible, it holds exactly when y = G(z) H_BA x.

Step 3. With this y the upper row becomes H_AA x + H_AB G(z) H_BA x = z x, which is H_eff(z) x = z x. Each step is reversible, and none uses Hermiticity or a real z.

Step 4. For z − D and w − D invertible, insert 1 = (z − D) G(z) and 1 = G(w)(w − D):

G(w) − G(z) = G(w)(z − D)G(z) − G(w)(w − D)G(z) = (z − w) G(w) G(z).

Step 5. The determinant det(w − D) is continuous in w and nonzero at z, so it is nonzero near z, and G(w) = adj(w − D)/det(w − D), with adj the adjugate, is continuous at z. For vectors u, v on B and w ≠ z near z,

[u·G(w)v − u·G(z)v]/(w − z) = −u·G(w)G(z)v → −u·G(z)²v as w → z.

Step 6. Let H be Hermitian, E real, and s = H_BA x. Then H_AB = H_BA†, so

⟨x, H_eff(t) x⟩ = ⟨x, H_AA x⟩ + ⟨s, G(t) s⟩.

Only the second term depends on t, and step 5 with u = s̄, v = s gives the derivative −⟨s, G(E)² s⟩. Since E − H_BB is Hermitian, so is G(E), and

⟨s, G(E)² s⟩ = ⟨G(E)s, G(E)s⟩ = ‖G(E) H_BA x‖².

This holds for every x. For a solution of the eigenvalue equation G(E) H_BA x = y, so the derivative is −‖y‖².

Step 7. If x = 0 then y = 0, so a nonzero solution has x ≠ 0, and conversely x ≠ 0 makes (x, y) nonzero. Hence z is an eigenvalue of H exactly when it is an eigenvalue of H_eff(z). For Hermitian H, real E and a solution (x, y) of H(x, y) = E(x, y), adding ‖x‖² to ‖y‖² gives

‖(x, y)‖² = ‖x‖² − d/dE ⟨x, H_eff(E) x⟩.

### The file

```lean
import Mathlib

open Matrix Filter Topology

namespace LowdinPartitioning

noncomputable section

variable {m n : Type*} [Fintype m] [Fintype n] [DecidableEq n]

/-- The Green's function `G(z) = (z - D)⁻¹` of an environment Hamiltonian `D`. -/
def green (D : Matrix n n ℂ) (z : ℂ) : Matrix n n ℂ := (z • (1 : Matrix n n ℂ) - D)⁻¹

/-- The effective Hamiltonian `H_eff(z) = H_AA + H_AB (z - H_BB)⁻¹ H_BA` on the fragment. -/
def heff (H : Matrix (m ⊕ n) (m ⊕ n) ℂ) (z : ℂ) : Matrix m m ℂ :=
  H.toBlocks₁₁ + H.toBlocks₁₂ * green H.toBlocks₂₂ z * H.toBlocks₂₁

/-- The squared norm `∑ |v_i|²` of a state vector. -/
def sqNorm {k : Type*} [Fintype k] (v : k → ℂ) : ℝ := ∑ i, ‖v i‖ ^ 2

/-- Resolvent identity: `G(w) - G(z) = (z - w) G(w) G(z)` when `z - D` and `w - D` are
invertible. -/
theorem resolvent_identity (D : Matrix n n ℂ) (z w : ℂ)
    (hz : IsUnit (z • (1 : Matrix n n ℂ) - D)) (hw : IsUnit (w • (1 : Matrix n n ℂ) - D)) :
    green D w - green D z = (z - w) • (green D w * green D z) := by
  have h1 : green D w * (w • (1 : Matrix n n ℂ) - D) = 1 :=
    Matrix.nonsing_inv_mul _ ((Matrix.isUnit_iff_isUnit_det _).mp hw)
  have h2 : (z • (1 : Matrix n n ℂ) - D) * green D z = 1 :=
    Matrix.mul_nonsing_inv _ ((Matrix.isUnit_iff_isUnit_det _).mp hz)
  have h3 : (z • (1 : Matrix n n ℂ) - D) - (w • (1 : Matrix n n ℂ) - D)
      = (z - w) • (1 : Matrix n n ℂ) := by
    rw [sub_smul]; abel
  calc green D w - green D z
      = green D w * ((z • (1 : Matrix n n ℂ) - D) * green D z)
        - (green D w * (w • (1 : Matrix n n ℂ) - D)) * green D z := by
        rw [h1, h2, mul_one, one_mul]
    _ = green D w * ((z • (1 : Matrix n n ℂ) - D) - (w • (1 : Matrix n n ℂ) - D))
        * green D z := by
        simp only [mul_sub, sub_mul, mul_assoc]
    _ = (z - w) • (green D w * green D z) := by
        rw [h3, Matrix.mul_smul, Matrix.mul_one, Matrix.smul_mul]

/-- Where `z - D` is invertible, every matrix element `u · G(w) v` is complex differentiable
at `w = z` with derivative `-u · G(z)² v`. -/
theorem green_hasDerivAt (D : Matrix n n ℂ) (z : ℂ)
    (hz : IsUnit (z • (1 : Matrix n n ℂ) - D)) (u v : n → ℂ) :
    HasDerivAt (fun w : ℂ => u ⬝ᵥ green D w *ᵥ v)
      (-(u ⬝ᵥ (green D z * green D z) *ᵥ v)) z := by
  have hdet : (z • (1 : Matrix n n ℂ) - D).det ≠ 0 :=
    ((Matrix.isUnit_iff_isUnit_det _).mp hz).ne_zero
  have hM : Continuous fun w : ℂ => w • (1 : Matrix n n ℂ) - D :=
    (continuous_id.smul continuous_const).sub continuous_const
  have hd := hM.matrix_det
  -- G = adjugate / determinant is continuous at z
  have hG : ContinuousAt (green D) z := by
    have : green D = fun w : ℂ => ((w • (1 : Matrix n n ℂ) - D).det)⁻¹ •
        (w • (1 : Matrix n n ℂ) - D).adjugate := by
      funext w
      rw [green, Matrix.inv_def, Ring.inverse_eq_inv']
    rw [this]
    exact (hd.continuousAt.inv₀ hdet).smul hM.matrix_adjugate.continuousAt
  have hev : ∀ᶠ w in 𝓝 z, (w • (1 : Matrix n n ℂ) - D).det ≠ 0 :=
    hd.continuousAt.eventually_ne hdet
  have hF : Continuous fun M : Matrix n n ℂ => -(u ⬝ᵥ (M * green D z) *ᵥ v) := by
    exact (continuous_const.dotProduct
      ((continuous_id.matrix_mul continuous_const).matrix_mulVec continuous_const)).neg
  have ht : Tendsto (fun w => -(u ⬝ᵥ (green D w * green D z) *ᵥ v)) (𝓝 z)
      (𝓝 (-(u ⬝ᵥ (green D z * green D z) *ᵥ v))) :=
    (hF.tendsto (green D z)).comp hG.tendsto
  -- the difference quotient is -u · G(w) G(z) v by the resolvent identity
  rw [hasDerivAt_iff_tendsto_slope]
  refine (ht.mono_left nhdsWithin_le_nhds).congr' ?_
  filter_upwards [self_mem_nhdsWithin, hev.filter_mono nhdsWithin_le_nhds] with w hw hw'
  have hne : w - z ≠ 0 := sub_ne_zero.mpr hw
  have hid := resolvent_identity D z w hz
    ((Matrix.isUnit_iff_isUnit_det _).mpr (isUnit_iff_ne_zero.mpr hw'))
  have key : u ⬝ᵥ green D w *ᵥ v - u ⬝ᵥ green D z *ᵥ v
      = (z - w) * (u ⬝ᵥ (green D w * green D z) *ᵥ v) := by
    rw [← dotProduct_sub, ← Matrix.sub_mulVec, hid, Matrix.smul_mulVec, dotProduct_smul,
      smul_eq_mul]
  simp only [slope_def_field]
  rw [eq_div_iff hne]
  linear_combination -key

omit [DecidableEq n] in
/-- The equation `H (x, y) = z (x, y)` is the pair of block equations
`H_AA x + H_AB y = z x` and `H_BA x + H_BB y = z y`. -/
theorem block_eigen_iff (H : Matrix (m ⊕ n) (m ⊕ n) ℂ) (z : ℂ) (x : m → ℂ) (y : n → ℂ) :
    H *ᵥ Sum.elim x y = z • Sum.elim x y ↔
      H.toBlocks₁₁ *ᵥ x + H.toBlocks₁₂ *ᵥ y = z • x ∧
        H.toBlocks₂₁ *ᵥ x + H.toBlocks₂₂ *ᵥ y = z • y := by
  have hH : H *ᵥ Sum.elim x y = Sum.elim (H.toBlocks₁₁ *ᵥ x + H.toBlocks₁₂ *ᵥ y)
      (H.toBlocks₂₁ *ᵥ x + H.toBlocks₂₂ *ᵥ y) := by
    calc H *ᵥ Sum.elim x y
        = fromBlocks H.toBlocks₁₁ H.toBlocks₁₂ H.toBlocks₂₁ H.toBlocks₂₂ *ᵥ Sum.elim x y := by
          rw [fromBlocks_toBlocks]
      _ = _ := by rw [fromBlocks_mulVec, Sum.elim_comp_inl, Sum.elim_comp_inr]
  rw [hH]
  constructor
  · intro h
    exact ⟨funext fun i => congrFun h (Sum.inl i), funext fun i => congrFun h (Sum.inr i)⟩
  · rintro ⟨h1, h2⟩
    rw [h1, h2]
    funext i
    cases i <;> rfl

/-- If `z - D` is invertible, the environment equation `s + D y = z y` with source `s` holds
exactly for `y = G(z) s`. -/
theorem environment_iff (D : Matrix n n ℂ) (z : ℂ)
    (hz : IsUnit (z • (1 : Matrix n n ℂ) - D)) (s y : n → ℂ) :
    s + D *ᵥ y = z • y ↔ y = green D z *ᵥ s := by
  have h1 : green D z * (z • (1 : Matrix n n ℂ) - D) = 1 :=
    Matrix.nonsing_inv_mul _ ((Matrix.isUnit_iff_isUnit_det _).mp hz)
  have h2 : (z • (1 : Matrix n n ℂ) - D) * green D z = 1 :=
    Matrix.mul_nonsing_inv _ ((Matrix.isUnit_iff_isUnit_det _).mp hz)
  have e : (z • (1 : Matrix n n ℂ) - D) *ᵥ y = z • y - D *ᵥ y := by
    rw [Matrix.sub_mulVec, Matrix.smul_mulVec, Matrix.one_mulVec]
  constructor
  · intro h
    have hs : s = (z • (1 : Matrix n n ℂ) - D) *ᵥ y := by
      rw [e]; exact eq_sub_of_add_eq h
    rw [hs, Matrix.mulVec_mulVec, h1, Matrix.one_mulVec]
  · intro h
    have hs : (z • (1 : Matrix n n ℂ) - D) *ᵥ y = s := by
      rw [h, Matrix.mulVec_mulVec, h2, Matrix.one_mulVec]
    rw [← hs, e, sub_add_cancel]

/-- The action of the effective Hamiltonian: `H_eff(z) x = H_AA x + H_AB (G(z) (H_BA x))`. -/
theorem heff_mulVec (H : Matrix (m ⊕ n) (m ⊕ n) ℂ) (z : ℂ) (x : m → ℂ) :
    heff H z *ᵥ x = H.toBlocks₁₁ *ᵥ x +
      H.toBlocks₁₂ *ᵥ green H.toBlocks₂₂ z *ᵥ H.toBlocks₂₁ *ᵥ x := by
  simp only [heff, Matrix.add_mulVec, Matrix.mulVec_mulVec, Matrix.mul_assoc]

/-- For any block matrix `H` and complex `z` with `z - H_BB` invertible, `H (x, y) = z (x, y)`
iff `H_eff(z) x = z x` and `y = G(z) H_BA x`. -/
theorem partition_iff (H : Matrix (m ⊕ n) (m ⊕ n) ℂ) (z : ℂ)
    (hz : IsUnit (z • (1 : Matrix n n ℂ) - H.toBlocks₂₂)) (x : m → ℂ) (y : n → ℂ) :
    H *ᵥ Sum.elim x y = z • Sum.elim x y ↔
      heff H z *ᵥ x = z • x ∧ y = green H.toBlocks₂₂ z *ᵥ H.toBlocks₂₁ *ᵥ x := by
  rw [block_eigen_iff, environment_iff _ z hz, heff_mulVec]
  constructor
  · rintro ⟨h1, rfl⟩
    exact ⟨h1, rfl⟩
  · rintro ⟨h1, rfl⟩
    exact ⟨h1, rfl⟩

/-- For Hermitian `H`, real `E` with `E - H_BB` invertible and any fragment vector `x`, the
energy derivative of `⟨x, H_eff x⟩` at `E` is `-‖G(E) H_BA x‖²`. -/
theorem heff_hasDerivAt (H : Matrix (m ⊕ n) (m ⊕ n) ℂ) (hH : H.IsHermitian) (E : ℝ)
    (hE : IsUnit ((E : ℂ) • (1 : Matrix n n ℂ) - H.toBlocks₂₂)) (x : m → ℂ) :
    HasDerivAt (fun t : ℝ => star x ⬝ᵥ heff H (t : ℂ) *ᵥ x)
      (-((sqNorm (green H.toBlocks₂₂ E *ᵥ H.toBlocks₂₁ *ᵥ x) : ℝ) : ℂ)) E := by
  have hD : H.toBlocks₂₂ᴴ = H.toBlocks₂₂ := by
    ext i j; exact hH.apply (Sum.inr i) (Sum.inr j)
  have hBC : H.toBlocks₂₁ᴴ = H.toBlocks₁₂ := by
    ext i j; exact hH.apply (Sum.inl i) (Sum.inr j)
  -- at real energy the Green's function is Hermitian
  have hG : (green H.toBlocks₂₂ E)ᴴ = green H.toBlocks₂₂ E := by
    have : ((E : ℂ) • (1 : Matrix n n ℂ) - H.toBlocks₂₂).IsHermitian := by
      unfold Matrix.IsHermitian
      rw [conjTranspose_sub, conjTranspose_smul, conjTranspose_one, hD, Complex.star_def,
        Complex.conj_ofReal]
    exact this.inv
  have hn : ∀ v : n → ℂ, star v ⬝ᵥ v = ((sqNorm v : ℝ) : ℂ) := by
    intro v
    simp only [dotProduct, sqNorm, Pi.star_apply]
    push_cast
    exact Finset.sum_congr rfl fun i _ => Complex.conj_mul' _
  have hval : ∀ w : n → ℂ, star w ⬝ᵥ (green H.toBlocks₂₂ E * green H.toBlocks₂₂ E) *ᵥ w
      = ((sqNorm (green H.toBlocks₂₂ E *ᵥ w) : ℝ) : ℂ) := by
    intro w
    rw [← hn, Matrix.star_mulVec, hG, ← Matrix.mulVec_mulVec,
      Matrix.dotProduct_mulVec (star w)]
  -- only the self-energy term depends on the energy
  have hfun : ∀ t : ℂ, star x ⬝ᵥ heff H t *ᵥ x = star x ⬝ᵥ H.toBlocks₁₁ *ᵥ x +
      star (H.toBlocks₂₁ *ᵥ x) ⬝ᵥ green H.toBlocks₂₂ t *ᵥ H.toBlocks₂₁ *ᵥ x := by
    intro t
    rw [heff_mulVec, dotProduct_add, Matrix.star_mulVec, hBC,
      Matrix.dotProduct_mulVec (star x) H.toBlocks₁₂]
  have h := ((green_hasDerivAt _ E hE (star (H.toBlocks₂₁ *ᵥ x))
    (H.toBlocks₂₁ *ᵥ x)).comp_ofReal).const_add (star x ⬝ᵥ H.toBlocks₁₁ *ᵥ x)
  simp only [hfun]
  rw [← hval]
  exact h

/-- Löwdin partitioning: for Hermitian `H` and real `E` with `E - H_BB` invertible,
`H (x, y) = E (x, y)` iff `H_eff(E) x = E x` and `y = G(E) H_BA x`; and in that case
`d/dE ⟨x, H_eff(E) x⟩ = -‖y‖²`. -/
theorem lowdin_partitioning (H : Matrix (m ⊕ n) (m ⊕ n) ℂ) (hH : H.IsHermitian) (E : ℝ)
    (hE : IsUnit ((E : ℂ) • (1 : Matrix n n ℂ) - H.toBlocks₂₂)) (x : m → ℂ) (y : n → ℂ) :
    (H *ᵥ Sum.elim x y = (E : ℂ) • Sum.elim x y ↔
      heff H E *ᵥ x = (E : ℂ) • x ∧ y = green H.toBlocks₂₂ E *ᵥ H.toBlocks₂₁ *ᵥ x) ∧
    (H *ᵥ Sum.elim x y = (E : ℂ) • Sum.elim x y →
      HasDerivAt (fun t : ℝ => star x ⬝ᵥ heff H (t : ℂ) *ᵥ x) (-((sqNorm y : ℝ) : ℂ)) E) := by
  refine ⟨partition_iff H E hE x y, fun h => ?_⟩
  rw [((partition_iff H E hE x y).mp h).2]
  exact heff_hasDerivAt H hH E hE x

/-- If `z - H_BB` is invertible, `z` is an eigenvalue of `H` iff it is an eigenvalue of
`H_eff(z)`. -/
theorem eigenvalue_iff (H : Matrix (m ⊕ n) (m ⊕ n) ℂ) (z : ℂ)
    (hz : IsUnit (z • (1 : Matrix n n ℂ) - H.toBlocks₂₂)) :
    (∃ ψ : m ⊕ n → ℂ, ψ ≠ 0 ∧ H *ᵥ ψ = z • ψ) ↔
      ∃ x : m → ℂ, x ≠ 0 ∧ heff H z *ᵥ x = z • x := by
  constructor
  · rintro ⟨ψ, hψ, h⟩
    obtain ⟨x, y, rfl⟩ : ∃ x y, ψ = Sum.elim x y :=
      ⟨ψ ∘ Sum.inl, ψ ∘ Sum.inr, by funext i; cases i <;> rfl⟩
    obtain ⟨h1, h2⟩ := (partition_iff H z hz x y).mp h
    refine ⟨x, ?_, h1⟩
    -- x = 0 would force y = 0
    rintro rfl
    apply hψ
    rw [h2]
    funext i
    cases i <;> simp
  · rintro ⟨x, hx, h⟩
    refine ⟨Sum.elim x _, fun h0 => hx ?_, (partition_iff H z hz x _).mpr ⟨h, rfl⟩⟩
    exact funext fun i => congrFun h0 (Sum.inl i)

/-- For Hermitian `H`, real `E` with `E - H_BB` invertible and `H (x, y) = E (x, y)`, the total
squared norm is `‖(x, y)‖² = ‖x‖² - d/dE ⟨x, H_eff(E) x⟩`. -/
theorem total_norm (H : Matrix (m ⊕ n) (m ⊕ n) ℂ) (hH : H.IsHermitian) (E : ℝ)
    (hE : IsUnit ((E : ℂ) • (1 : Matrix n n ℂ) - H.toBlocks₂₂)) (x : m → ℂ) (y : n → ℂ)
    (h : H *ᵥ Sum.elim x y = (E : ℂ) • Sum.elim x y) :
    ((sqNorm (Sum.elim x y) : ℝ) : ℂ) =
      ((sqNorm x : ℝ) : ℂ) - deriv (fun t : ℝ => star x ⬝ᵥ heff H (t : ℂ) *ᵥ x) E := by
  have hs : sqNorm (Sum.elim x y) = sqNorm x + sqNorm y := by
    simp [sqNorm, Fintype.sum_sum_type]
  rw [((lowdin_partitioning H hH E hE x y).2 h).deriv, hs]
  push_cast
  ring

end

end LowdinPartitioning
```

```lean
#print axioms LowdinPartitioning.lowdin_partitioning
-- 'LowdinPartitioning.lowdin_partitioning' depends on axioms: [propext, Classical.choice, Quot.sound]
#print axioms LowdinPartitioning.eigenvalue_iff
-- 'LowdinPartitioning.eigenvalue_iff' depends on axioms: [propext, Classical.choice, Quot.sound]
#print axioms LowdinPartitioning.total_norm
-- 'LowdinPartitioning.total_norm' depends on axioms: [propext, Classical.choice, Quot.sound]
```

### How the proof follows the derivation

`block_eigen_iff` is step 1: H is rebuilt from its blocks by `fromBlocks_toBlocks`, and the equation is evaluated on `Sum.inl i` and `Sum.inr i`. `environment_iff` is step 2 for a general source `s`, using the left inverse `h1` in one direction and the right inverse `h2` in the other. `heff_mulVec` expands H_eff(z) x, and `partition_iff` rewrites with these three and substitutes y, which is step 3 for any H and complex z.

`resolvent_identity` is the chain of equalities in step 4. `green_hasDerivAt` is step 5: `hG` is continuity of G through adjugate over determinant, `hev` is invertibility near z, and `ht` is the limit of −u·G(w)G(z)v. After `hasDerivAt_iff_tendsto_slope` it remains to show that the difference quotient equals that expression near z, and `key` supplies this from the resolvent identity.

`heff_hasDerivAt` is step 6. There `hBC` is H_BA† = H_AB, `hG` is G(E)† = G(E), `hval` turns ⟨s, G² s⟩ into ‖G s‖², and `hfun` is the split into a constant and ⟨s, G(t) s⟩. The complex derivative is restricted to real t by `comp_ofReal`. The main theorem pairs `partition_iff` with this lemma, and `eigenvalue_iff` and `total_norm` are the two statements of step 7, the first for any H and complex z, the second under the hypotheses of the main theorem together with H(x, y) = E(x, y).

### Remarks

A two-level instance. Take one orbital in each part, with H_AA = 0, H_AB = H_BA = 2, H_BB = 3. Then H_eff(E) = 4/(E − 3), and H_eff(E) = E means E² − 3E − 4 = 0, so E = −1 or E = 4. At E = −1 with x = 1, G = −1/4 and y = −1/2, and the derivative −4/(E − 3)² equals −1/4 = −‖y‖². The total squared norm is 5/4, the normalised state is (2, −1)/√5, and its weight on the fragment is 4/5. At E = 4 one finds y = 2, derivative −4, normalised state (1, 2)/√5 and fragment weight 1/5. For ‖x‖ = 1 the fragment weight is in general 1/(1 − d/dE ⟨x, Σ(E) x⟩).

Smallest sizes. Either index type may be empty. With empty B, `hE` holds automatically, H_eff = H_AA and the derivative is 0. With empty A, the equivalence says that H_BB y = E y forces y = 0.

Without Hermiticity. Change the couplings to H_AB = 1, H_BA = 4. The function H_eff(E) is the same, and at E = −1 the eigenvector is (1, −1). The equivalence still holds, but ‖y‖² = 1 while the derivative is −1/4.

Without invertibility. Take H = diag(0, 1) and E = 1 = H_BB. The vector (0, 1) is an eigenvector, yet H_BA x = 0 and y = 1, so y is not determined by x. Mathlib returns 0 for the inverse of a singular matrix, so both sides of the equivalence still make sense here and it is false; under `hE` that value is never met in a neighbourhood of E, which is all the derivative depends on.

A slip to avoid. Writing `x ⬝ᵥ` in place of `star x ⬝ᵥ` changes the statement for complex x. In the two-level instance at E = −1 with x = i, the bilinear form is −H_eff(t) and its derivative is +1/4. In the derivation the corresponding slip is to set G(z)² = G(z)†G(z) at complex z, where G(z)† = G(z̄).

In a program. One need not form G(E): solve the linear system (E − H_BB) y = H_BA x, and then H_eff(E) x = H_AA x + H_AB y. The fragment equation is nonlinear in E. If ε(E) is a nondegenerate eigenvalue of H_eff(E) with unit eigenvector x, first-order perturbation theory gives dε/dE = −‖y‖², and Newton's method for ε(E) = E is

E_new = E + (ε(E) − E)/(1 + ‖y‖²).

The file supplies the fixed-x derivative used here, for every x, but contains neither the passage to dε/dE nor the worked numbers. In the two-level instance, starting at E = 0 gives ε = −4/3, ‖y‖² = 4/9 and E_new = −12/13, close to the root −1.
